# With Hamiltonian matrix diag(0, 1) in two linearly independent normalised basis functions, the minimum energy is zero and only multiples of the first function attain it

Two normalised basis functions have real overlap s, with -1 < s < 1, and the Hamiltonian matrix between them is diag(0, 1). Trial vectors are real and need not be normalised, so the energy of v is the quotient of vᵀHv by the squared norm vᵀSv, where S is the overlap matrix. The theorem `full_minimum` says that the least energy over all nonzero trial vectors is 0, and that any nonzero vector with that energy has second component zero. The proof offers the vector (1, 0) as one that attains 0, then uses the fact that the numerator is the square of the second component and the denominator is positive.

The first attempt, which Lean rejects:

```lean
import Mathlib

open Matrix Filter Topology

namespace CanonicalOrthogonalizationJump

noncomputable section

/-- Overlap matrix of two normalised basis functions with mutual overlap `s`. -/
def overlap (s : ℝ) : Matrix (Fin 2) (Fin 2) ℝ := !![1, s; s, 1]

/-- Hamiltonian matrix `diag(0, 1)` in the same basis. -/
def hamiltonian : Matrix (Fin 2) (Fin 2) ℝ := !![0, 0; 0, 1]

/-- Energy of the trial vector `v` in the nonorthogonal basis, for `v` with nonzero squared norm `vᵀ
S v`. -/
def rayleigh (s : ℝ) (v : Fin 2 → ℝ) : ℝ :=
  (v ⬝ᵥ (hamiltonian *ᵥ v)) / (v ⬝ᵥ (overlap s *ᵥ v))

/-- The energies of all nonzero trial vectors in the subspace `W`. -/
def energies (s : ℝ) (W : Submodule ℝ (Fin 2 → ℝ)) : Set ℝ :=
  {E | ∃ v ∈ W, v ≠ 0 ∧ rayleigh s v = E}

/-- The squared norm of a trial vector, written in its components. -/
theorem overlap_form (s : ℝ) (v : Fin 2 → ℝ) :
    v ⬝ᵥ (overlap s *ᵥ v) = v 0 ^ 2 + 2 * s * v 0 * v 1 + v 1 ^ 2 := by
  simp [overlap, Matrix.mulVec, dotProduct, Fin.sum_univ_two]
  ring

/-- For `-1 < s < 1` every nonzero trial vector has positive squared norm. -/
theorem overlap_pos {s : ℝ} (h₁ : -1 < s) (h₂ : s < 1) {v : Fin 2 → ℝ} (hv : v ≠ 0) :
    0 < v ⬝ᵥ (overlap s *ᵥ v) := by
  rw [overlap_form]
  by_contra hn
  have hp : 0 < 1 + s := by linarith
  have hm : 0 < 1 - s := by linarith
  -- the form is a positive combination of two squares, so both must vanish
  have A := mul_nonneg hp.le (sq_nonneg (v 0 + v 1))
  have B := mul_nonneg hm.le (sq_nonneg (v 0 - v 1))
  have hA : (1 + s) * (v 0 + v 1) ^ 2 = 0 := le_antisymm (by nlinarith) A
  have hB : (1 - s) * (v 0 - v 1) ^ 2 = 0 := le_antisymm (by nlinarith) B
  have a := (pow_eq_zero_iff two_ne_zero).1 ((mul_eq_zero.1 hA).resolve_left hp.ne')
  have b := (pow_eq_zero_iff two_ne_zero).1 ((mul_eq_zero.1 hB).resolve_left hm.ne')
  apply hv
  ext i
  fin_cases i
  · change v 0 = 0
    linarith
  · change v 1 = 0
    linarith

/-- The numerator of the energy is the squared second component. -/
private theorem hamiltonian_form (v : Fin 2 → ℝ) :
    v ⬝ᵥ (hamiltonian *ᵥ v) = v 1 ^ 2 := by
  simp [hamiltonian, Matrix.mulVec, dotProduct, Fin.sum_univ_two]
  ring

/-- For `-1 < s < 1` the minimum energy over the full space is `0`, and only vectors without a
second component attain it. -/
theorem full_minimum {s : ℝ} (h₁ : -1 < s) (h₂ : s < 1) :
    IsLeast (energies s ⊤) 0 ∧ ∀ v : Fin 2 → ℝ, v ≠ 0 → rayleigh s v = 0 → v 1 = 0 := by
  refine ⟨⟨⟨![1, 0], Submodule.mem_top, fun h => ?_, ?_⟩, ?_⟩, ?_⟩
  · simpa using congrFun h 0
  · simp [rayleigh, hamiltonian_form]
  · rintro E ⟨v, -, hv, rfl⟩
    rw [rayleigh, hamiltonian_form]
    exact div_nonneg (sq_nonneg _) (overlap_pos h₁ h₂ hv).le
  · intro v hv h
    rw [rayleigh, hamiltonian_form] at h
    exact (pow_eq_zero_iff two_ne_zero).1
      ((div_eq_zero_iff.1 h).resolve_right (overlap_pos h₁ h₂ hv).ne')

end

end CanonicalOrthogonalizationJump
```

The compiler's answer:

```
Main.lean:64:2: error: unsolved goals
case refine_2
s : ℝ
h₁ : -1 < s
h₂ : s < 1
⊢ hamiltonian 0 0 = 0 ∨ overlap s 0 0 = 0
Main.lean:64:20: warning: This simp argument is unused:
  hamiltonian_form

Hint: Omit it from the simp argument list.
  [apply] simp [rayleigh]

Note: This linter can be disabled with `set_option linter.unusedSimpArgs false`
```

The mended proof, as a diff:

```diff
@@ -62,5 +62,6 @@
   refine ⟨⟨⟨![1, 0], Submodule.mem_top, fun h => ?_, ?_⟩, ?_⟩, ?_⟩
   · simpa using congrFun h 0
-  · simp [rayleigh, hamiltonian_form]
+  · rw [rayleigh, hamiltonian_form]
+    simp
   · rintro E ⟨v, -, hv, rfl⟩
     rw [rayleigh, hamiltonian_form]
```

Diagnosis. The error is in the step showing that `![1, 0]` has energy 0. Lean's `simp` was given `hamiltonian_form`, which turns the whole numerator `v ⬝ᵥ (hamiltonian *ᵥ v)` into `v 1 ^ 2`, but the warning says it was never used. `simp` simplifies subterms first, and with the explicit vector `![1, 0]` its standard lemmas expanded the matrix-vector product before `hamiltonian_form` could match. What remained was that either `hamiltonian 0 0` or `overlap s 0 0` is zero. The first is true, but `simp` had not been told to unfold `hamiltonian`, so it could not read off the entry. Dropping the unused lemma, as the linter suggests, would not close the goal.

The repair uses `rw` to unfold `rayleigh` and apply `hamiltonian_form` while the numerator is still intact. The numerator is then the square of the second entry of `![1, 0]`, which is 0, and a plain `simp` finishes.
